# For a linear spectral piece with the pole inside it, smearing 1/(x − w) to the real part of 1/(x − w − iη) shifts the principal value by −πη times the slope, to first order

In anharmonic perturbation theory, a phonon's frequency shift involves an integral of a two-phonon spectral density over a pole, and this has no value as an ordinary integral when the density is non-zero at the pole. It is taken as a principal value: the limit of integrals with a symmetric window around the pole removed, as the window shrinks to zero. The density is \(c+dx\) on \([a,b]\), with \(x\) the two-phonon frequency and the pole at \(w\) (usually written \(\omega\)), where \(a<w<b\). The integrand is \((c+dx)/(x-w)\); with \(w-x\) in the denominator instead, the integral and its smearing error both change sign. Numerical work often smears the pole to a width \(\eta\) instead, replacing \(1/(x-w)\) by \((x-w)/((x-w)^2+\eta^2)\); for this form of smearing, the theorems give the leading terms of the resulting error, as \(\eta\to0^+\), for this single linear piece.

```lean
import Mathlib

open Filter Topology Real

namespace SmearedPrincipalValue

noncomputable section

/-- The integral of `(c + d x)/(x - w)` over `[a, b]` with the symmetric window
`(w - δ, w + δ)` cut out, for `a < w < b` and small `δ > 0`. -/
def cutoffIntegral (c d a b w δ : ℝ) : ℝ :=
  (∫ x in a..(w - δ), (c + d * x) / (x - w)) + ∫ x in (w + δ)..b, (c + d * x) / (x - w)
```

For a cutoff \(\delta\), this is the sum of the integrals of \((c+dx)/(x-w)\) over \([a,w-\delta]\) and \([w+\delta,b]\). All quantities are real numbers.

```lean
/-- For `a < w < b`, `P` is the principal value: the limit of the symmetric-cutoff integral as the
cutoff shrinks to zero. -/
def IsPrincipalValue (c d a b w P : ℝ) : Prop :=
  Tendsto (cutoffIntegral c d a b w) (𝓝[>] 0) (𝓝 P)
```

`Tendsto` expresses a limit, and `𝓝[>] 0` means "approaching 0 from above". So \(P\) is the principal value if the cutoff integral tends to \(P\) as \(\delta\to0^+\). No formula for \(P\) is built in.

```lean
/-- The integral of the linear spectral piece with the pole smeared to a width `η > 0`. -/
def smeared (c d a b w η : ℝ) : ℝ :=
  ∫ x in a..b, (c + d * x) * ((x - w) / ((x - w) ^ 2 + η ^ 2))
```

This is the smeared integral \(I(\eta)\). Its kernel is the real part of \(1/(x-w-i\eta)\).

```lean
/-- The coefficient of `η ^ 2` in the smearing error, for `a < w < b`. -/
def quadraticCoeff (c d a b w : ℝ) : ℝ :=
  (c + d * w) / 2 * (1 / (b - w) ^ 2 - 1 / (w - a) ^ 2) + d * (1 / (b - w) + 1 / (w - a))
```

Write \(\alpha=w-a\) and \(\beta=b-w\) for the distances from the pole to the ends. The definition names

\[K=\frac{c+dw}{2}\left(\frac1{\beta^2}-\frac1{\alpha^2}\right)+d\left(\frac1\beta+\frac1\alpha\right).\]

```lean
variable {a b c d w P : ℝ}

/-- On an interval that does not contain the pole `w`, the integral of `(c + d x)/(x - w)` is a
linear term plus `c + d w` times a difference of logarithms. -/
theorem integral_off_pole {p q : ℝ} (h : ∀ x ∈ Set.uIcc p q, x - w ≠ 0) :
    ∫ x in p..q, (c + d * x) / (x - w) =
      d * (q - p) + (c + d * w) * (log (q - w) - log (p - w)) := by
  have hd : ∀ x ∈ Set.uIcc p q, HasDerivAt
      (fun y : ℝ => d * y + (c + d * w) * log (y - w)) ((c + d * x) / (x - w)) x := by
    intro x hx
    have h0 := h x hx
    have h1 : HasDerivAt (fun y : ℝ => y - w) 1 x := (hasDerivAt_id x).sub_const w
    have h2 : HasDerivAt (fun y : ℝ => d * y) (d * 1) x := (hasDerivAt_id x).const_mul d
    refine (h2.fun_add ((h1.log h0).const_mul (c + d * w))).congr_deriv ?_
    have e : 1 / (x - w) * (x - w) = 1 := by field_simp
    rw [eq_div_iff h0]
    linear_combination (c + d * w) * e
  have hi : IntervalIntegrable (fun x : ℝ => (c + d * x) / (x - w)) MeasureTheory.volume p q :=
    (ContinuousOn.div (by fun_prop) (by fun_prop) h).intervalIntegrable
  rw [intervalIntegral.integral_eq_sub_of_hasDerivAt hd hi]
  ring
```

The hypothesis `h` says that the pole does not lie between \(p\) and \(q\), ends included. There

\[\frac{c+dx}{x-w}=d+\frac{c+dw}{x-w},\]

with antiderivative \(dx+(c+dw)\ln|x-w|\). Lean's `log` of a negative number is the logarithm of its absolute value, so the bars are not written. The proof checks the derivative (`hd`) and integrability (`hi`), then applies the fundamental theorem of calculus.

```lean
/-- For `a < w < b` the principal value of the linear spectral piece is
`d (b - a) + (c + d w) ln ((b - w)/(w - a))`. -/
theorem isPrincipalValue_linear (ha : a < w) (hb : w < b) :
    IsPrincipalValue c d a b w (d * (b - a) + (c + d * w) * log ((b - w) / (w - a))) := by
  have lim : Tendsto (fun δ : ℝ => d * (b - a - 2 * δ) + (c + d * w) * log ((b - w) / (w - a)))
      (𝓝[>] 0) (𝓝 (d * (b - a) + (c + d * w) * log ((b - w) / (w - a)))) :=
    (Continuous.tendsto' (by fun_prop) 0 _ (by simp)).mono_left nhdsWithin_le_nhds
  refine lim.congr' ?_
  filter_upwards [Ioo_mem_nhdsGT (lt_min (sub_pos.2 ha) (sub_pos.2 hb))] with δ hδ
  have h0 : 0 < δ := hδ.1
  have h1 : δ < w - a := lt_of_lt_of_le hδ.2 (min_le_left _ _)
  have h2 : δ < b - w := lt_of_lt_of_le hδ.2 (min_le_right _ _)
  have hl : ∀ x ∈ Set.uIcc a (w - δ), x - w ≠ 0 := by
    intro x hx
    rw [Set.uIcc_of_le (by linarith)] at hx
    have := hx.2
    exact ne_of_lt (by linarith)
  have hr : ∀ x ∈ Set.uIcc (w + δ) b, x - w ≠ 0 := by
    intro x hx
    rw [Set.uIcc_of_le (by linarith)] at hx
    have := hx.1
    exact ne_of_gt (by linarith)
  -- the two logarithms of the cutoff cancel
  rw [cutoffIntegral, integral_off_pole hl, integral_off_pole hr,
    show w - δ - w = -δ by ring, show w + δ - w = δ by ring,
    show a - w = -(w - a) by ring, log_neg_eq_log, log_neg_eq_log,
    log_div (sub_pos.2 hb).ne' (sub_pos.2 ha).ne']
  ring
```

For \(0<\delta<\min(\alpha,\beta)\), the two sides give

\[d(\alpha-\delta)+(c+dw)(\ln\delta-\ln\alpha),\]
\[d(\beta-\delta)+(c+dw)(\ln\beta-\ln\delta).\]

The terms in \(\ln\delta\) cancel, leaving \(d(b-a-2\delta)+(c+dw)\ln(\beta/\alpha)\). Letting \(\delta\to0^+\) gives

\[P=d(b-a)+(c+dw)\ln\frac{b-w}{w-a}.\]

In the proof, `lim` is this last limit, and `filter_upwards` restricts attention to sufficiently small \(\delta\).

```lean
/-- The smeared integral in closed form, for any width `η > 0`. -/
theorem smeared_eq {η : ℝ} (hη : 0 < η) :
    smeared c d a b w η = d * (b - a)
      + (c + d * w) / 2 * (log ((b - w) ^ 2 + η ^ 2) - log ((a - w) ^ 2 + η ^ 2))
      - d * η * (arctan ((b - w) / η) - arctan ((a - w) / η)) := by
  have hD : ∀ x : ℝ, (x - w) ^ 2 + η ^ 2 ≠ 0 := fun x => by positivity
  have hd : ∀ x ∈ Set.uIcc a b, HasDerivAt
      (fun y : ℝ => d * y + (c + d * w) / 2 * log ((y - w) ^ 2 + η ^ 2)
        - d * η * arctan ((y - w) / η))
      ((c + d * x) * ((x - w) / ((x - w) ^ 2 + η ^ 2))) x := by
    intro x _
    have hx := hD x
    have h0 : HasDerivAt (fun y : ℝ => d * y) (d * 1) x := (hasDerivAt_id x).const_mul d
    have h1 : HasDerivAt (fun y : ℝ => y - w) 1 x := (hasDerivAt_id x).sub_const w
    have h2 : HasDerivAt (fun y : ℝ => (y - w) ^ 2 + η ^ 2) (2 * (x - w)) x :=
      ((h1.fun_pow 2).add_const (η ^ 2)).congr_deriv (by norm_num)
    have h4 : HasDerivAt (fun y : ℝ => arctan ((y - w) / η))
        (1 / (1 + ((x - w) / η) ^ 2) * (1 / η)) x := (h1.div_const η).arctan
    refine ((h0.fun_add ((h2.log hx).const_mul ((c + d * w) / 2))).fun_sub
      (h4.const_mul (d * η))).congr_deriv ?_
    have key : ∀ t : ℝ, η * t = x - w →
        1 / (1 + t ^ 2) = η ^ 2 / ((x - w) ^ 2 + η ^ 2) := by
      intro t ht
      rw [← ht, div_eq_div_iff (by positivity) (by positivity)]
      ring
    rw [key _ (by field_simp)]
    field_simp
    ring
  have hi : IntervalIntegrable (fun x : ℝ => (c + d * x) * ((x - w) / ((x - w) ^ 2 + η ^ 2)))
      MeasureTheory.volume a b :=
    (Continuous.mul (by fun_prop)
      (Continuous.div (by fun_prop) (by fun_prop) hD)).intervalIntegrable a b
  rw [smeared, intervalIntegral.integral_eq_sub_of_hasDerivAt hd hi]
  ring
```

With \(u=x-w\), the smeared integrand is

\[(c+dw)\frac{u}{u^2+\eta^2}+d-\frac{d\,\eta^2}{u^2+\eta^2}.\]

An antiderivative is \(dx+\frac{c+dw}{2}\ln(u^2+\eta^2)-d\eta\arctan(u/\eta)\). Lean differentiates it, with `key` simplifying the arctangent's derivative, and evaluates it at the ends.

```lean
/-- At a distance `r > 0` from the pole, smearing changes the logarithm `ln (r ^ 2)` by
`η ^ 2 / r ^ 2` to leading order. -/
theorem log_shift {r : ℝ} (hr : 0 < r) :
    Tendsto (fun η : ℝ => (log (r ^ 2 + η ^ 2) - 2 * log r) / η ^ 2)
      (𝓝[>] 0) (𝓝 (1 / r ^ 2)) := by
  have hs : Tendsto (fun η : ℝ => η ^ 2) (𝓝[>] 0) (𝓝[≠] 0) := by
    refine tendsto_nhdsWithin_iff.2
      ⟨(Continuous.tendsto' (by fun_prop) 0 0 (by simp)).mono_left nhdsWithin_le_nhds, ?_⟩
    filter_upwards [self_mem_nhdsWithin] with η hη
    exact pow_ne_zero 2 (ne_of_gt hη)
  have h := (hasDerivAt_log (pow_pos hr 2).ne').tendsto_slope_zero.comp hs
  rw [← one_div] at h
  refine h.congr fun η => ?_
  simp only [Function.comp_apply, smul_eq_mul, log_pow, Nat.cast_ofNat]
  ring
```

This is the derivative of \(\ln\) at \(r^2\), with increment \(h=\eta^2\):

\[\frac{\ln(r^2+h)-\ln r^2}{h}\to\frac1{r^2}.\]

```lean
/-- For `r > 0`, `arctan (r / η)` falls short of `π / 2` by `η / r` to leading order in the
width `η`. -/
theorem arctan_shift {r : ℝ} (hr : 0 < r) :
    Tendsto (fun η : ℝ => (π / 2 - arctan (r / η)) / η) (𝓝[>] 0) (𝓝 (1 / r)) := by
  have h1 : HasDerivAt (fun y : ℝ => arctan (y / r)) (1 / r) 0 :=
    (((hasDerivAt_id (0 : ℝ)).div_const r).arctan).congr_deriv (by simp)
  refine h1.tendsto_slope_zero_right.congr' ?_
  filter_upwards [self_mem_nhdsWithin] with η hη
  have h0 : 0 < η := hη
  -- reflect the large argument r/η to the small argument η/r
  have flip : arctan (r / η) = π / 2 - arctan (η / r) := by
    rw [← inv_div, arctan_inv_of_pos (div_pos h0 hr)]
  simp only [zero_add, zero_div, arctan_zero, sub_zero, smul_eq_mul]
  rw [flip]
  ring
```

For positive \(r\) and \(\eta\), \(\arctan(r/\eta)=\pi/2-\arctan(\eta/r)\); this is `flip`. The quotient is therefore \(\arctan(\eta/r)/\eta\), which tends to \(1/r\), the derivative of \(\arctan(y/r)\) at \(y=0\).

```lean
/-- For `a < w < b`, once the linear error `-π d η` is removed, the smeared integral differs
from the principal value by `quadraticCoeff * η ^ 2` to leading order. -/
theorem smearing_error_second_order (ha : a < w) (hb : w < b)
    (hP : IsPrincipalValue c d a b w P) :
    Tendsto (fun η => (smeared c d a b w η - P + π * d * η) / η ^ 2)
      (𝓝[>] 0) (𝓝 (quadraticCoeff c d a b w)) := by
  have hα := sub_pos.2 ha
  have hβ := sub_pos.2 hb
  rw [tendsto_nhds_unique hP (isPrincipalValue_linear ha hb)]
  refine ((((log_shift hβ).sub (log_shift hα)).const_mul ((c + d * w) / 2)).add
    (((arctan_shift hβ).add (arctan_shift hα)).const_mul d)).congr' ?_
  filter_upwards [self_mem_nhdsWithin] with η hη
  have h0 : 0 < η := hη
  -- each side of the pole contributes π/2, which the term π d η compensates
  rw [smeared_eq h0, show (a - w) / η = -((w - a) / η) by ring, arctan_neg,
    show (a - w) ^ 2 = (w - a) ^ 2 by ring, log_div hβ.ne' hα.ne']
  generalize log ((b - w) ^ 2 + η ^ 2) = L₁
  generalize log ((w - a) ^ 2 + η ^ 2) = L₂
  generalize arctan ((b - w) / η) = A₁
  generalize arctan ((w - a) / η) = A₂
  field_simp
  ring
```

The hypothesis `hP` says that \(P\) is the principal value; uniqueness of limits identifies it with the closed form. Since arctan is odd, subtraction gives

\[\begin{aligned}
I(\eta)-P+\pi d\eta={}&\frac{c+dw}{2}\left[\ln\frac{\beta^2+\eta^2}{\beta^2}-\ln\frac{\alpha^2+\eta^2}{\alpha^2}\right]\\
&+d\eta\left[\frac\pi2-\arctan\frac\beta\eta+\frac\pi2-\arctan\frac\alpha\eta\right].
\end{aligned}\]

Dividing by \(\eta^2\) and applying the two preceding limits at \(r=\beta\) and \(r=\alpha\) gives \(K\). The `generalize` lines replace logarithms and arctangents by letters, so that only algebra remains.

```lean
/-- For `a < w < b`, the smearing error divided by the width tends to `-π d`, with `d` the
slope of the spectral piece. -/
theorem smearing_error_first_order (ha : a < w) (hb : w < b)
    (hP : IsPrincipalValue c d a b w P) :
    Tendsto (fun η => (smeared c d a b w η - P) / η) (𝓝[>] 0) (𝓝 (-π * d)) := by
  have hid : Tendsto (fun η : ℝ => η) (𝓝[>] 0) (𝓝 0) := nhdsWithin_le_nhds
  have h := (hid.mul (smearing_error_second_order ha hb hP)).const_add (-π * d)
  rw [zero_mul, add_zero] at h
  refine h.congr' ?_
  filter_upwards [self_mem_nhdsWithin] with η hη
  have h0 : η ≠ 0 := ne_of_gt hη
  field_simp
  ring
```

Rewrite the quotient as

\[\frac{I(\eta)-P}{\eta}=-\pi d+\eta\,\frac{I(\eta)-P+\pi d\eta}{\eta^2}.\]

The last fraction tends to \(K\), so its product with \(\eta\) vanishes and the limit is \(-\pi d\). For a flat piece, \(d=0\), the linear error is absent.

```lean
/-- For `a < w < b`, combining the widths `η` and `2 η` as `2 I(η) - I(2 η)` removes the linear
error; what remains is `-2 * quadraticCoeff * η ^ 2` to leading order. -/
theorem richardson_extrapolation (ha : a < w) (hb : w < b)
    (hP : IsPrincipalValue c d a b w P) :
    Tendsto (fun η => (2 * smeared c d a b w η - smeared c d a b w (2 * η) - P) / η ^ 2)
      (𝓝[>] 0) (𝓝 (-2 * quadraticCoeff c d a b w)) := by
  have hT : Tendsto (fun η : ℝ => 2 * η) (𝓝[>] 0) (𝓝[>] 0) := by
    refine tendsto_nhdsWithin_iff.2
      ⟨(Continuous.tendsto' (by fun_prop) 0 0 (by simp)).mono_left nhdsWithin_le_nhds, ?_⟩
    filter_upwards [self_mem_nhdsWithin] with η hη
    have h0 : (0 : ℝ) < η := hη
    show (0 : ℝ) < 2 * η
    linarith
  have hE := smearing_error_second_order ha hb hP
  have h := (hE.const_mul 2).sub ((hE.comp hT).const_mul 4)
  rw [show 2 * quadraticCoeff c d a b w - 4 * quadraticCoeff c d a b w
    = -2 * quadraticCoeff c d a b w by ring] at h
  refine h.congr' ?_
  filter_upwards [self_mem_nhdsWithin] with η hη
  have h0 : η ≠ 0 := ne_of_gt hη
  simp only [Function.comp_apply]
  generalize smeared c d a b w (2 * η) = J
  field_simp
  ring

end

end SmearedPrincipalValue
```

Let \(E(\eta)=I(\eta)-P+\pi d\eta\). The linear terms cancel in

\[\frac{2I(\eta)-I(2\eta)-P}{\eta^2}=2\frac{E(\eta)}{\eta^2}-4\frac{E(2\eta)}{(2\eta)^2}\to2K-4K=-2K.\]

`hT` supplies the fact that \(2\eta\to0^+\) too. For a linear piece with the pole strictly inside, two smeared runs thus suffice to remove the first-order error from the integral. A material's two-phonon density is in general not a single linear piece, and the theorems here do not cover that case.

```lean
#print axioms SmearedPrincipalValue.isPrincipalValue_linear
#print axioms SmearedPrincipalValue.smearing_error_first_order
#print axioms SmearedPrincipalValue.richardson_extrapolation
```

```
'SmearedPrincipalValue.isPrincipalValue_linear' depends on axioms: [propext, Classical.choice, Quot.sound]
'SmearedPrincipalValue.smearing_error_first_order' depends on axioms: [propext, Classical.choice, Quot.sound]
'SmearedPrincipalValue.richardson_extrapolation' depends on axioms: [propext, Classical.choice, Quot.sound]
```
